# The disordered state minimizes the two-sublattice Bragg-Williams free energy exactly when T ≥ 2Wc(1-c)

## An alloy that may order

In a binary alloy on a lattice of two equal sublattices, A atoms may favour one sublattice and B atoms the other. Ordering lowers the energy, but it also lowers the entropy of mixing. At which temperatures does the disordered alloy have the lowest free energy?

Let c be the overall concentration of A, with 0 < c < 1, and let c+η and c-η be its concentrations on the two sublattices. The order parameter η is thus half their difference. Up to a term that depends only on c, Bragg-Williams theory takes the free energy per site as

F(η) = -Wη² + (T/2)(s(c+η) + s(c-η)),

s(x) = x ln x + (1-x) ln(1-x).

Here T > 0 is the temperature in energy units, and W sets the energy gained by ordering. An η is admissible if both concentrations lie in [0,1]. The claim is that F(0) ≤ F(η) for every admissible η if and only if T ≥ 2Wc(1-c). W may have either sign; for W ≤ 0 the condition always holds.

## Bounds on the entropy loss

Define

h(t) = (1+t) ln(1+t) + (1-t) ln(1-t).

Then h(0) = 0, h′(t) = ln(1+t) - ln(1-t), h′(0) = 0 and h″(t) = 2/(1-t²).

For 0 < t < 1 we have h″(t) > 2. Integrating twice gives h′(t) > 2t and h(t) > t²; the second bound also holds at t = 1, where h is continuous and h(t) - t² has been increasing.

For 0 < t ≤ 1/2,

(2 + 12t²)(1-t²) - 2 = t²(10 - 12t²) > 0,

so h″(t) < 2 + 12t². Integrating twice gives h′(t) < 2t + 4t³ and h(t) < t² + t⁴.

## The threshold

For a > 0, writing a±η = a(1±η/a) gives

(a+η) ln(a+η) + (a-η) ln(a-η) = 2a ln a + a h(η/a).

Use this with a = c for the A atoms and a = 1-c for the B atoms. The constants cancel in the difference:

F(η) - F(0) = -Wη² + (T/2)[c h(η/c) + (1-c) h(η/(1-c))].

The quadratic parts of the bracket add up to

η²/c + η²/(1-c) = η²/(c(1-c)).

An admissible η > 0 satisfies η ≤ c and η ≤ 1-c, so the lower bound on h applies:

F(η) - F(0) > η²[T/(2c(1-c)) - W].

If T ≥ 2Wc(1-c), the right side is nonnegative. Since F(-η) = F(η), the disordered state is the strict minimum, also at equality.

If T < 2Wc(1-c), set

δ = W - T/(2c(1-c)) > 0,

K = (T/2)(1/c³ + 1/(1-c)³).

For 0 < η ≤ min(c, 1-c)/2 the upper bound gives

F(η) - F(0) < -δη² + Kη⁴.

Taking also η ≤ δ/(2K), and using η < 1, we get Kη² < δ, so F(η) < F(0).

## Ordered states below the threshold

F is continuous on the closed, bounded admissible set, so it has a minimizer. Below the threshold this is not 0, and if it is negative, exchanging the sublattices gives a positive one.

At a minimizer with both concentrations strictly between 0 and 1, F′(η) = 0. Since s′(x) = ln(x/(1-x)), doubling this equation gives

T[ln((c+η)/(1-c-η)) - ln((c-η)/(1-c+η))] = 4Wη.

This condition is necessary but not sufficient: η = 0 always satisfies it.

## What the Lean statement says

`mixing` is s, minus the ideal entropy; `freeEnergy W T c` is F; `admissible c` is the set of allowed η. `pairEntropy` is h. Despite its name it measures the entropy lost on ordering, and it refers to a pair of sublattices, not to pairs of atoms. In `disordered_isMin_iff`, `IsMinOn (freeEnergy W T c) (admissible c) 0` says that F(0) ≤ F(η) for all admissible η. Lean's convention `Real.log 0 = 0` gives x ln x its correct limit at x = 0.

The form of F is assumed. The step to a real alloy is the mean-field approximation: all sites are occupied independently, each with the mean concentration of its sublattice, so short-range correlations are neglected. Competing phases with other compositions or ordering patterns are absent.

For an ordering energy obtained from electronic-structure data and reduced to the single term -Wη², the threshold gives a mean-field ordering temperature to compare with Monte Carlo simulation.

```lean
import Mathlib

open Set

namespace BraggWilliams

noncomputable section

/-- Minus the ideal entropy of mixing per site at concentration `x` in `[0,1]`. -/
def mixing (x : ℝ) : ℝ := x * Real.log x + (1 - x) * Real.log (1 - x)

/-- Bragg-Williams free energy per site of two sublattices with concentrations `c + η` and
`c - η`, ordering energy `W` and temperature `T` in energy units. -/
def freeEnergy (W T c η : ℝ) : ℝ :=
  -W * η ^ 2 + T / 2 * (mixing (c + η) + mixing (c - η))

/-- The order parameters for which both sublattice concentrations lie in `[0,1]`. -/
def admissible (c : ℝ) : Set ℝ := {η | c + η ∈ Icc (0 : ℝ) 1 ∧ c - η ∈ Icc (0 : ℝ) 1}

/-- The entropy function of a pair of sublattices with relative concentrations `1 + t` and
`1 - t`, for `t` in `[-1,1]`. -/
def pairEntropy (t : ℝ) : ℝ := (1 + t) * Real.log (1 + t) + (1 - t) * Real.log (1 - t)

/-- A function continuous on `[0,r]`, `r > 0`, with positive slope inside is larger at `r`
than at `0`. -/
theorem lt_of_slope_pos {F F' : ℝ → ℝ} {r : ℝ} (hr : 0 < r) (hc : ContinuousOn F (Icc 0 r))
    (hd : ∀ x, 0 < x → x < r → HasDerivAt F (F' x) x)
    (hp : ∀ x, 0 < x → x < r → 0 < F' x) : F 0 < F r := by
  obtain ⟨x, hx, he⟩ := exists_hasDerivAt_eq_slope F F' hr hc (fun x hx => hd x hx.1 hx.2)
  have h := mul_pos (hp x hx.1 hx.2) hr
  rw [he, sub_zero, div_mul_cancel₀ _ hr.ne'] at h
  linarith

/-- For `0 < t < 1` the difference `ln(1+t) - ln(1-t)` exceeds `2t`, and for `t ≤ 1/2` it
stays below `2t + 4t³`. -/
theorem log_ratio_bounds {t : ℝ} (h0 : 0 < t) (h1 : t < 1) :
    2 * t < Real.log (1 + t) - Real.log (1 - t) ∧
      (t ≤ 1 / 2 → Real.log (1 + t) - Real.log (1 - t) < 2 * t + 4 * t ^ 3) := by
  have hL : ∀ x : ℝ, 0 ≤ x → x < 1 →
      HasDerivAt (fun y : ℝ => Real.log (1 + y) - Real.log (1 - y)) (2 / (1 - x ^ 2)) x := by
    intro x hx hx1
    have p : 1 + x ≠ 0 := by linarith
    have q : 1 - x ≠ 0 := by linarith
    have r : 1 - x ^ 2 ≠ 0 := by nlinarith
    refine (((Real.hasDerivAt_log p).comp_const_add 1 x).fun_sub
      ((Real.hasDerivAt_log q).comp_const_sub 1 x)).congr_deriv ?_
    rw [eq_div_iff r]
    linear_combination (1 - x) * inv_mul_cancel₀ p + (1 + x) * inv_mul_cancel₀ q
  have hlin : ∀ x : ℝ, HasDerivAt (fun y : ℝ => 2 * y) 2 x := fun x => by
    simpa using (hasDerivAt_id x).const_mul 2
  have hcub : ∀ x : ℝ, HasDerivAt (fun y : ℝ => y ^ 3) (3 * x ^ 2) x := fun x => by
    simpa using hasDerivAt_pow 3 x
  constructor
  · have hd := fun x hx hx1 => (hL x hx hx1).fun_sub (hlin x)
    have h := lt_of_slope_pos (F := fun y => Real.log (1 + y) - Real.log (1 - y) - 2 * y)
      (F' := fun x => 2 / (1 - x ^ 2) - 2) h0
      (fun x hx => (hd x hx.1 (hx.2.trans_lt h1)).continuousAt.continuousWithinAt)
      (fun x hx hxt => hd x hx.le (hxt.trans h1))
      (fun x hx hxt => sub_pos.2 (by
        rw [lt_div_iff₀ (by nlinarith)]
        nlinarith [pow_pos hx 2]))
    norm_num at h
    linarith
  · intro h2
    have hd := fun x hx hx1 =>
      ((hlin x).fun_add ((hcub x).const_mul 4)).fun_sub (hL x hx hx1)
    have h := lt_of_slope_pos
      (F := fun y => 2 * y + 4 * y ^ 3 - (Real.log (1 + y) - Real.log (1 - y)))
      (F' := fun x => 2 + 4 * (3 * x ^ 2) - 2 / (1 - x ^ 2)) h0
      (fun x hx => (hd x hx.1 (hx.2.trans_lt h1)).continuousAt.continuousWithinAt)
      (fun x hx hxt => hd x hx.le (hxt.trans h1))
      (fun x hx hxt => sub_pos.2 (by
        rw [div_lt_iff₀ (by nlinarith)]
        have : 0 < 10 - 12 * x ^ 2 := by nlinarith
        nlinarith [mul_pos (pow_pos hx 2) this]))
    norm_num at h
    linarith

/-- For `0 < t ≤ 1` the pair entropy function exceeds `t²`, and for `t ≤ 1/2` it stays below
`t² + t⁴`. -/
theorem pairEntropy_bounds {t : ℝ} (h0 : 0 < t) (h1 : t ≤ 1) :
    t ^ 2 < pairEntropy t ∧ (t ≤ 1 / 2 → pairEntropy t < t ^ 2 + t ^ 4) := by
  have hz : pairEntropy 0 = 0 := by simp [pairEntropy]
  have c1 : Continuous fun x : ℝ => (1 + x) * Real.log (1 + x) :=
    Real.continuous_mul_log.comp (by fun_prop : Continuous fun x : ℝ => 1 + x)
  have c2 : Continuous fun x : ℝ => (1 - x) * Real.log (1 - x) :=
    Real.continuous_mul_log.comp (by fun_prop : Continuous fun x : ℝ => 1 - x)
  have hc : Continuous pairEntropy := c1.add c2
  have hd : ∀ x : ℝ, 0 < x → x < 1 →
      HasDerivAt pairEntropy (Real.log (1 + x) - Real.log (1 - x)) x := by
    intro x hx hx1
    have p : 1 + x ≠ 0 := by linarith
    have q : 1 - x ≠ 0 := by linarith
    exact (((Real.hasDerivAt_mul_log p).comp_const_add 1 x).fun_add
      ((Real.hasDerivAt_mul_log q).comp_const_sub 1 x)).congr_deriv (by ring)
  have h2 : ∀ x : ℝ, HasDerivAt (fun y : ℝ => y ^ 2) (2 * x) x := fun x => by
    simpa using hasDerivAt_pow 2 x
  have h4 : ∀ x : ℝ, HasDerivAt (fun y : ℝ => y ^ 4) (4 * x ^ 3) x := fun x => by
    simpa using hasDerivAt_pow 4 x
  constructor
  · have h : pairEntropy 0 - 0 ^ 2 < pairEntropy t - t ^ 2 :=
      lt_of_slope_pos (F := fun y => pairEntropy y - y ^ 2)
        (F' := fun x => Real.log (1 + x) - Real.log (1 - x) - 2 * x) h0
        (hc.sub (continuous_pow 2)).continuousOn
        (fun x hx hxt => (hd x hx (by linarith)).fun_sub (h2 x))
        (fun x hx hxt => sub_pos.2 (log_ratio_bounds hx (by linarith)).1)
    rw [hz] at h
    linarith
  · intro ht
    have h : 0 ^ 2 + 0 ^ 4 - pairEntropy 0 < t ^ 2 + t ^ 4 - pairEntropy t :=
      lt_of_slope_pos (F := fun y => y ^ 2 + y ^ 4 - pairEntropy y)
        (F' := fun x => 2 * x + 4 * x ^ 3 - (Real.log (1 + x) - Real.log (1 - x))) h0
        (((continuous_pow 2).add (continuous_pow 4)).sub hc).continuousOn
        (fun x hx hxt => ((h2 x).fun_add (h4 x)).fun_sub (hd x hx (by linarith)))
        (fun x hx hxt => sub_pos.2 ((log_ratio_bounds hx (by linarith)).2 (by linarith)))
    rw [hz] at h
    linarith

/-- For `0 < c < 1`, the free energy of ordering splits into the ordering energy and one pair
entropy function for each of the two species. -/
theorem freeEnergy_sub (W T η : ℝ) {c : ℝ} (hc : 0 < c) (hc1 : c < 1) :
    freeEnergy W T c η - freeEnergy W T c 0 = -W * η ^ 2 +
      T / 2 * (c * pairEntropy (η / c) + (1 - c) * pairEntropy (η / (1 - c))) := by
  have scale : ∀ a : ℝ, 0 < a → (a + η) * Real.log (a + η) + (a - η) * Real.log (a - η)
      = 2 * a * Real.log a + a * pairEntropy (η / a) := by
    intro a ha
    have key : ∀ x : ℝ, a * x * Real.log (a * x)
        = a * x * Real.log a + a * (x * Real.log x) := by
      intro x
      by_cases hx : x = 0
      · simp [hx]
      · rw [Real.log_mul ha.ne' hx]
        ring
    have e : a * (η / a) = η := by field_simp
    have e1 : a + η = a * (1 + η / a) := by linear_combination -e
    have e2 : a - η = a * (1 - η / a) := by linear_combination e
    rw [e1, e2, key, key]
    unfold pairEntropy
    ring
  have A := scale c hc
  have B := scale (1 - c) (by linarith)
  simp only [freeEnergy, mixing, add_zero, sub_zero]
  rw [show 1 - (c + η) = 1 - c - η by ring, show 1 - (c - η) = 1 - c + η by ring]
  linear_combination T / 2 * (A + B)

/-- Exchanging the sublattices, `η → -η`, preserves the admissible range and the free
energy. -/
theorem exchange_symmetry (W T c η : ℝ) :
    (η ∈ admissible c → -η ∈ admissible c) ∧
      freeEnergy W T c (-η) = freeEnergy W T c η := by
  constructor
  · rintro ⟨⟨h1, h2⟩, h3, h4⟩
    exact ⟨⟨by linarith, by linarith⟩, by linarith, by linarith⟩
  · simp only [freeEnergy, sub_neg_eq_add, ← sub_eq_add_neg]
    ring

/-- For `0 < c < 1`, `T > 0` and `T ≥ 2Wc(1-c)`, every admissible `η ≠ 0` has a strictly
higher free energy than the disordered state. -/
theorem disordered_strict_min {W T c η : ℝ} (hc : 0 < c) (hc1 : c < 1) (hT : 0 < T)
    (h : 2 * W * (c * (1 - c)) ≤ T) (hη : η ∈ admissible c) (hne : η ≠ 0) :
    freeEnergy W T c 0 < freeEnergy W T c η := by
  have hd : 0 < 1 - c := by linarith
  have key : ∀ x ∈ admissible c, 0 < x → freeEnergy W T c 0 < freeEnergy W T c x := by
    rintro x ⟨⟨_, h2⟩, h3, _⟩ hx
    have A := mul_lt_mul_of_pos_left (pairEntropy_bounds (div_pos hx hc)
      ((div_le_one hc).2 (by linarith))).1 hc
    have B := mul_lt_mul_of_pos_left (pairEntropy_bounds (div_pos hx hd)
      ((div_le_one hd).2 (by linarith))).1 hd
    -- the quadratic parts of the two species add up to x² / (c(1-c))
    have q : c * (x / c) ^ 2 + (1 - c) * (x / (1 - c)) ^ 2 = x ^ 2 / (c * (1 - c)) := by
      have := hd.ne'
      field_simp
      ring
    have S := mul_lt_mul_of_pos_left (add_lt_add A B) (half_pos hT)
    rw [q] at S
    have E : W * x ^ 2 ≤ T / 2 * (x ^ 2 / (c * (1 - c))) := by
      rw [← mul_div_assoc, le_div_iff₀ (mul_pos hc hd)]
      nlinarith [mul_le_mul_of_nonneg_right h (sq_nonneg x)]
    linarith [freeEnergy_sub W T x hc hc1]
  rcases lt_or_gt_of_ne hne with hn | hp
  · have := key (-η) ((exchange_symmetry W T c η).1 hη) (by linarith)
    rwa [(exchange_symmetry W T c η).2] at this
  · exact key η hη hp

/-- For `0 < c < 1` and `0 < T < 2Wc(1-c)`, some admissible `η > 0` has a lower free energy
than the disordered state. -/
theorem ordering_lowers_freeEnergy {W T c : ℝ} (hc : 0 < c) (hc1 : c < 1) (hT : 0 < T)
    (h : T < 2 * W * (c * (1 - c))) :
    ∃ η ∈ admissible c, 0 < η ∧ freeEnergy W T c η < freeEnergy W T c 0 := by
  have hd : 0 < 1 - c := by linarith
  obtain ⟨K, hK⟩ : ∃ K, K = T / 2 * (c * (1 / c) ^ 4 + (1 - c) * (1 / (1 - c)) ^ 4) :=
    ⟨_, rfl⟩
  obtain ⟨δ, hδ⟩ : ∃ δ, δ = W - T / 2 / (c * (1 - c)) := ⟨_, rfl⟩
  have K0 : 0 < K := by rw [hK]; positivity
  have δ0 : 0 < δ := by
    rw [hδ, sub_pos, div_lt_iff₀ (mul_pos hc hd)]
    linarith
  -- an order parameter so small that the quartic term cannot compete
  obtain ⟨x, hx, x1, x2, x3⟩ : ∃ x : ℝ, 0 < x ∧ x ≤ c / 2 ∧ x ≤ (1 - c) / 2 ∧
      x ≤ δ / (2 * K) :=
    ⟨min (min (c / 2) ((1 - c) / 2)) (δ / (2 * K)),
      lt_min (lt_min (by linarith) (by linarith)) (by positivity),
      (min_le_left _ _).trans (min_le_left _ _),
      (min_le_left _ _).trans (min_le_right _ _), min_le_right _ _⟩
  refine ⟨x, ⟨⟨by linarith, by linarith⟩, by linarith, by linarith⟩, hx, ?_⟩
  have u1 : x / c ≤ 1 / 2 := by rw [div_le_iff₀ hc]; linarith
  have u2 : x / (1 - c) ≤ 1 / 2 := by rw [div_le_iff₀ hd]; linarith
  have A := mul_lt_mul_of_pos_left
    ((pairEntropy_bounds (div_pos hx hc) (by linarith)).2 u1) hc
  have B := mul_lt_mul_of_pos_left
    ((pairEntropy_bounds (div_pos hx hd) (by linarith)).2 u2) hd
  have S := mul_lt_mul_of_pos_left (add_lt_add A B) (half_pos hT)
  have e : T / 2 * (c * ((x / c) ^ 2 + (x / c) ^ 4) +
      (1 - c) * ((x / (1 - c)) ^ 2 + (x / (1 - c)) ^ 4)) = (W - δ) * x ^ 2 + K * x ^ 4 := by
    have := hd.ne'
    rw [hK, hδ]
    field_simp
    ring
  rw [e] at S
  have k1 : x * (2 * K) ≤ δ := (le_div_iff₀ (by positivity)).1 x3
  have k2 : 0 < δ - K * x ^ 2 := by
    nlinarith [mul_pos K0 hx, mul_pos (mul_pos K0 hx) (by linarith : 0 < 1 - x)]
  nlinarith [freeEnergy_sub W T x hc hc1, mul_pos (pow_pos hx 2) k2]

/-- For `0 < c < 1` and `T > 0`, the disordered state `η = 0` globally minimizes the
Bragg-Williams free energy if and only if `T ≥ 2Wc(1-c)`. -/
theorem disordered_isMin_iff {W T c : ℝ} (hc : 0 < c) (hc1 : c < 1) (hT : 0 < T) :
    IsMinOn (freeEnergy W T c) (admissible c) 0 ↔ 2 * W * (c * (1 - c)) ≤ T := by
  constructor
  · intro h
    by_contra hlt
    obtain ⟨η, hη, _, hl⟩ := ordering_lowers_freeEnergy hc hc1 hT (not_le.1 hlt)
    exact absurd (isMinOn_iff.1 h η hη) (not_le_of_gt hl)
  · intro h
    refine isMinOn_iff.2 fun η hη => ?_
    by_cases h0 : η = 0
    · rw [h0]
    · exact (disordered_strict_min hc hc1 hT h hη h0).le

/-- For `0 < c < 1` and `0 < T < 2Wc(1-c)`, the free energy has a global minimizer with
`η > 0`. -/
theorem exists_ordered_min {W T c : ℝ} (hc : 0 < c) (hc1 : c < 1) (hT : 0 < T)
    (h : T < 2 * W * (c * (1 - c))) :
    ∃ η ∈ admissible c, 0 < η ∧ IsMinOn (freeEnergy W T c) (admissible c) η := by
  obtain ⟨x, hx, _, hlt⟩ := ordering_lowers_freeEnergy hc hc1 hT h
  have p : Continuous fun η : ℝ => c + η := by fun_prop
  have m : Continuous fun η : ℝ => c - η := by fun_prop
  have hcl : IsClosed (admissible c) := (isClosed_Icc.preimage p).inter (isClosed_Icc.preimage m)
  have hK : IsCompact (admissible c) := (isCompact_Icc (a := -c) (b := c)).of_isClosed_subset hcl
    (fun η hη => ⟨by linarith [hη.1.1], by linarith [hη.2.1]⟩)
  have hs : Continuous mixing := Real.continuous_mul_log.add
    (Real.continuous_mul_log.comp (by fun_prop : Continuous fun x : ℝ => 1 - x))
  have hF : Continuous (freeEnergy W T c) :=
    (continuous_const.mul (continuous_pow 2)).add
      (continuous_const.mul ((hs.comp p).add (hs.comp m)))
  obtain ⟨η, hη, hmin⟩ := hK.exists_isMinOn ⟨x, hx⟩ hF.continuousOn
  have hne : η ≠ 0 := by
    intro h0
    rw [h0] at hmin
    exact absurd (isMinOn_iff.1 hmin x hx) (not_le_of_gt hlt)
  rcases lt_or_gt_of_ne hne with hn | hp
  · -- exchange the sublattices
    refine ⟨-η, (exchange_symmetry W T c η).1 hη, by linarith, isMinOn_iff.2 fun y hy => ?_⟩
    rw [(exchange_symmetry W T c η).2]
    exact isMinOn_iff.1 hmin y hy
  · exact ⟨η, hη, hp, hmin⟩

/-- A global minimizer with both sublattice concentrations strictly between 0 and 1 obeys the
Bragg-Williams self-consistency equation. -/
theorem self_consistency {W T c η : ℝ} (hp : c + η ∈ Ioo (0 : ℝ) 1)
    (hm : c - η ∈ Ioo (0 : ℝ) 1) (h : IsMinOn (freeEnergy W T c) (admissible c) η) :
    T * (Real.log ((c + η) / (1 - (c + η))) - Real.log ((c - η) / (1 - (c - η))))
      = 4 * W * η := by
  have ds : ∀ x ∈ Ioo (0 : ℝ) 1, HasDerivAt mixing (Real.log (x / (1 - x))) x := by
    intro x hx
    have q : 1 - x ≠ 0 := by linarith [hx.2]
    rw [Real.log_div hx.1.ne' q]
    exact ((Real.hasDerivAt_mul_log hx.1.ne').fun_add
      ((Real.hasDerivAt_mul_log q).comp_const_sub 1 x)).congr_deriv (by ring)
  have hsq : HasDerivAt (fun y : ℝ => y ^ 2) (2 * η) η := by simpa using hasDerivAt_pow 2 η
  have hd := (hsq.const_mul (-W)).fun_add
    ((((ds _ hp).comp_const_add c η).fun_add ((ds _ hm).comp_const_sub c η)).const_mul (T / 2))
  have p : Continuous fun x : ℝ => c + x := by fun_prop
  have m : Continuous fun x : ℝ => c - x := by fun_prop
  have hn : admissible c ∈ nhds η := Filter.inter_mem
    (p.continuousAt.preimage_mem_nhds (Icc_mem_nhds hp.1 hp.2))
    (m.continuousAt.preimage_mem_nhds (Icc_mem_nhds hm.1 hm.2))
  -- the slope of the free energy vanishes at an interior minimum
  have h0 := (h.isLocalMin hn).hasDerivAt_eq_zero hd
  linear_combination 2 * h0

end

end BraggWilliams
```

```lean
#print axioms BraggWilliams.disordered_isMin_iff
-- 'BraggWilliams.disordered_isMin_iff' depends on axioms: [propext, Classical.choice, Quot.sound]
#print axioms BraggWilliams.exists_ordered_min
-- 'BraggWilliams.exists_ordered_min' depends on axioms: [propext, Classical.choice, Quot.sound]
#print axioms BraggWilliams.self_consistency
-- 'BraggWilliams.self_consistency' depends on axioms: [propext, Classical.choice, Quot.sound]
```

## From slopes to the equivalence

`lt_of_slope_pos` replaces integration by the mean value theorem: a positive slope inside an interval makes the function larger at its right end. `log_ratio_bounds` applies it to h′, and `pairEntropy_bounds` applies it to h. The inequalities for h″ are left to `nlinarith`.

`freeEnergy_sub` proves the scaling identity. Its inner step `key` treats a vanishing concentration separately, because the logarithm of a product splits only for nonzero factors.

`disordered_strict_min` adds the two lower bounds for η > 0 and uses `exchange_symmetry` for η < 0. `ordering_lowers_freeEnergy` chooses the trial value `x` as the minimum of the three limits above, with the same δ and K. `disordered_isMin_iff` combines these results, using the second by contradiction.

`exists_ordered_min` follows the compactness argument. In `self_consistency`, strict bounds on the concentrations make the admissible set a neighbourhood of η, so the derivative vanishes there.

## A local criterion

The question could also be posed with `IsLocalMin`, comparing η = 0 only with nearby states. The estimates above indicate the same threshold, since the trial η can be made arbitrarily small. Above the threshold, however, such a statement would say less: it would leave room for a strongly ordered state of lower free energy, as happens just below a first-order transition temperature. The global version excludes this within the model.
